# Exact values of a D4 scaling function at integers, half-integers and finer dyadic points

A program that evaluates a function expanded in Daubechies D4 scaling functions, such as a one-dimensional orbital on a real-space grid, can use a table of φ at dyadic points. The function obeys an equation relating its values at two scales, and with it the table can be built from the integers downwards: four values at spacing 1, then spacing 1/2, then 1/4. The derivation below fixes the starting values and shows that, in exact arithmetic, each refinement gives values of φ itself and not approximations to them.

```lean
import Mathlib

namespace DaubechiesD4Values

noncomputable section
```

## The two-scale equation and its normalisation

Write q = √3. The four coefficients are

c₀ = (1+q)/4, c₁ = (3+q)/4, c₂ = (3−q)/4, c₃ = (1−q)/4,

and the refinement equation is

φ(x) = c₀ φ(2x) + c₁ φ(2x−1) + c₂ φ(2x−2) + c₃ φ(2x−3).

The coefficients sum to 2; filter tables whose entries sum to √2 must be multiplied by √2 first. The right-hand side, for any real function f, is `refineStep f x`.

```lean
/-- One step of the two-scale (refinement) operator with the four D4 coefficients. -/
def refineStep (f : ℝ → ℝ) (x : ℝ) : ℝ :=
  (1 + √3) / 4 * f (2 * x) + (3 + √3) / 4 * f (2 * x - 1)
    + (3 - √3) / 4 * f (2 * x - 2) + (1 - √3) / 4 * f (2 * x - 3)
```

The equation is linear, so it cannot set the scale of φ. The condition φ(1) + φ(2) = 1 does that. Since φ turns out to vanish at 0 and 3, it says that the integer translates of φ add up to 1 at every integer, so that an expansion in these translates with all coefficients equal to a takes the value a there.

`IsD4Scaling φ` collects the hypotheses: φ vanishes outside [0,3], obeys the equation at every real x, and is normalised. Continuity, integrability and orthogonality of the translates are neither assumed nor derived.

```lean
/-- The conditions imposed here on a D4 scaling function: it vanishes outside `[0,3]`, satisfies the
refinement equation at every point, and its values at 1 and 2 add up to one. -/
structure IsD4Scaling (φ : ℝ → ℝ) : Prop where
  support : ∀ x, x < 0 ∨ 3 < x → φ x = 0
  refinement : ∀ x, φ x = refineStep φ x
  normalized : φ 1 + φ 2 = 1
```

## Grids and the cascade

A point x lies on the grid of spacing 2⁻ⁿ when 2ⁿx is an integer.

```lean
/-- The point `x` lies on the dyadic grid of spacing `2⁻ⁿ`. -/
def OnGrid (n : ℕ) (x : ℝ) : Prop := ∃ m : ℤ, 2 ^ n * x = m
```

The starting data are (1+q)/2 at 1, (1−q)/2 at 2, and zero elsewhere.

```lean
/-- Starting data of the cascade: two nonzero values, at the points 1 and 2. -/
def nodal (x : ℝ) : ℝ :=
  if x = 1 then (1 + √3) / 2 else if x = 2 then (1 - √3) / 2 else 0
```

The n-th cascade iterate is the result of n refinement steps on these data.

```lean
/-- The cascade algorithm: `n` refinement steps applied to the nodal data. -/
def cascade : ℕ → ℝ → ℝ
  | 0 => nodal
  | n + 1 => refineStep (cascade n)
```

Refinement at x reads a function only at 2x, 2x−1, 2x−2 and 2x−3. Two functions that agree at all points 2x−k with k an integer therefore have the same refinement at x.

```lean
/-- A refinement step at `x` only uses the values at the points `2x - k` with integer `k`. -/
theorem refineStep_congr {f g : ℝ → ℝ} {x : ℝ}
    (h : ∀ k : ℤ, f (2 * x - k) = g (2 * x - k)) : refineStep f x = refineStep g x := by
  have h0 : f (2 * x) = g (2 * x) := by simpa using h 0
  have h1 : f (2 * x - 1) = g (2 * x - 1) := by simpa using h 1
  have h2 : f (2 * x - 2) = g (2 * x - 2) := by simpa using h 2
  have h3 : f (2 * x - 3) = g (2 * x - 3) := by simpa using h 3
  simp only [refineStep, h0, h1, h2, h3]
```

These points lie on a coarser grid. If 2ⁿ⁺¹x = m, then

2ⁿ(2x−k) = m − 2ⁿk,

which is again an integer.

```lean
/-- If `x` lies on the grid of spacing `2⁻¹ · 2⁻ⁿ`, the points `2x - k` with integer `k` lie on the
grid of spacing `2⁻ⁿ`. -/
theorem OnGrid.child {n : ℕ} {x : ℝ} (h : OnGrid (n + 1) x) (k : ℤ) :
    OnGrid n (2 * x - k) := by
  obtain ⟨m, hm⟩ := h
  exact ⟨m - 2 ^ n * k, by push_cast; rw [← hm]; ring⟩
```

The starting data take their stated values at 1 and 2, and vanish for x ≤ 0 and x ≥ 3.

```lean
/-- The nodal data at 1, at 2, and outside the open interval `(0,3)`. -/
theorem nodal_values : nodal 1 = (1 + √3) / 2 ∧ nodal 2 = (1 - √3) / 2 ∧
    ∀ x, x ≤ 0 ∨ 3 ≤ x → nodal x = 0 := by
  refine ⟨by simp [nodal], by simp [nodal], fun x h => ?_⟩
  have h1 : x ≠ 1 := by rintro rfl; norm_num at h
  have h2 : x ≠ 2 := by rintro rfl; norm_num at h
  simp [nodal, h1, h2]
```

## Values at the integers

At x = 0 the other three arguments are negative, and at x = 3 the first three exceed 3. What remains is

φ(0) = c₀ φ(0), hence (3−q) φ(0) = 0,

φ(3) = c₃ φ(3), hence (3+q) φ(3) = 0.

Neither factor is zero, so φ(0) = φ(3) = 0. At x = 1,

4φ(1) = (1+q) φ(2) + (3+q) φ(1), hence (1−q) φ(1) = (1+q) φ(2).

Inserting φ(2) = 1 − φ(1) gives 2φ(1) = 1+q, and so

φ(1) = (1+q)/2, φ(2) = (1−q)/2.

In the Lean proof each `e` is the refinement equation at one point, and `linear_combination` carries out the elimination.

```lean
/-- The values of a D4 scaling function at the integers 0, 1, 2 and 3. -/
theorem integer_values {φ : ℝ → ℝ} (hφ : IsD4Scaling φ) :
    φ 0 = 0 ∧ φ 1 = (1 + √3) / 2 ∧ φ 2 = (1 - √3) / 2 ∧ φ 3 = 0 := by
  have hq : √3 < 2 := by rw [Real.sqrt_lt' (by norm_num)]; norm_num
  have hq0 : 0 ≤ √3 := Real.sqrt_nonneg 3
  -- at the two ends the equation relates the value to itself
  have h0 : φ 0 = 0 := by
    have e : φ 0 = (1 + √3) / 4 * φ 0 + (3 + √3) / 4 * φ (-1)
        + (3 - √3) / 4 * φ (-2) + (1 - √3) / 4 * φ (-3) :=
      (hφ.refinement 0).trans (by unfold refineStep; norm_num)
    rw [hφ.support (-1) (by norm_num), hφ.support (-2) (by norm_num),
      hφ.support (-3) (by norm_num)] at e
    have h : (3 - √3) * φ 0 = 0 := by linear_combination 4 * e
    exact (mul_eq_zero.mp h).resolve_left (by linarith)
  have h3 : φ 3 = 0 := by
    have e : φ 3 = (1 + √3) / 4 * φ 6 + (3 + √3) / 4 * φ 5
        + (3 - √3) / 4 * φ 4 + (1 - √3) / 4 * φ 3 :=
      (hφ.refinement 3).trans (by unfold refineStep; norm_num)
    rw [hφ.support 6 (by norm_num), hφ.support 5 (by norm_num),
      hφ.support 4 (by norm_num)] at e
    have h : (3 + √3) * φ 3 = 0 := by linear_combination 4 * e
    exact (mul_eq_zero.mp h).resolve_left (by linarith)
  -- at 1 it couples the two interior values, and the normalisation fixes the scale
  have e : φ 1 = (1 + √3) / 4 * φ 2 + (3 + √3) / 4 * φ 1
      + (3 - √3) / 4 * φ 0 + (1 - √3) / 4 * φ (-1) :=
    (hφ.refinement 1).trans (by unfold refineStep; norm_num)
  rw [h0, hφ.support (-1) (by norm_num)] at e
  have h1 : φ 1 = (1 + √3) / 2 := by
    linear_combination 2 * e + (1 + √3) / 2 * hφ.normalized
  exact ⟨h0, h1, by linarith [hφ.normalized], h3⟩
```

## Values at the half-integers

One more use of the equation, with q² = 3, gives

φ(1/2) = c₀ φ(1) = (1+q)²/8 = (2+q)/4,

φ(3/2) = c₁ φ(2) + c₂ φ(1) = [(3+q)(1−q) + (3−q)(1+q)]/8 = (−2q + 2q)/8 = 0,

φ(5/2) = c₃ φ(2) = (1−q)²/8 = (2−q)/4.

The theorem states all five values for any φ satisfying `IsD4Scaling`; `hs` supplies q² = 3.

```lean
/-- The values of a D4 scaling function at the integers and half-integers 1, 2, 1/2, 3/2
and 5/2. -/
theorem scaling_values {φ : ℝ → ℝ} (hφ : IsD4Scaling φ) :
    φ 1 = (1 + √3) / 2 ∧ φ 2 = (1 - √3) / 2 ∧
    φ (1 / 2) = (2 + √3) / 4 ∧ φ (3 / 2) = 0 ∧ φ (5 / 2) = (2 - √3) / 4 := by
  obtain ⟨h0, h1, h2, h3⟩ := integer_values hφ
  have hs : √3 ^ 2 = 3 := Real.sq_sqrt (by norm_num)
  refine ⟨h1, h2, ?_, ?_, ?_⟩
  · have e : φ (1 / 2) = (1 + √3) / 4 * φ 1 + (3 + √3) / 4 * φ 0
        + (3 - √3) / 4 * φ (-1) + (1 - √3) / 4 * φ (-2) :=
      (hφ.refinement _).trans (by unfold refineStep; norm_num)
    rw [h1, h0, hφ.support (-1) (by norm_num), hφ.support (-2) (by norm_num)] at e
    linear_combination e + hs / 8
  · have e : φ (3 / 2) = (1 + √3) / 4 * φ 3 + (3 + √3) / 4 * φ 2
        + (3 - √3) / 4 * φ 1 + (1 - √3) / 4 * φ 0 :=
      (hφ.refinement _).trans (by unfold refineStep; norm_num)
    rw [h3, h2, h1, h0] at e
    linear_combination e - hs / 4
  · have e : φ (5 / 2) = (1 + √3) / 4 * φ 5 + (3 + √3) / 4 * φ 4
        + (3 - √3) / 4 * φ 3 + (1 - √3) / 4 * φ 2 :=
      (hφ.refinement _).trans (by unfold refineStep; norm_num)
    rw [hφ.support 5 (by norm_num), hφ.support 4 (by norm_num), h3, h2] at e
    linear_combination e + hs / 8
```

## Exactness on every dyadic grid

The argument is an induction on n. On the integers, φ equals the starting data by the values just found. If φ agrees with the n-th iterate on grid n, take x on grid n+1. All points 2x−k lie on grid n, so refining either function gives the same number at x: φ(x) on one side, the next iterate on the other. The induction generalises over x because the hypothesis is needed at the points 2x−k.

```lean
/-- On the grid of spacing `2⁻ⁿ`, `n` cascade steps reproduce a D4 scaling function exactly. -/
theorem cascade_exact {φ : ℝ → ℝ} (hφ : IsD4Scaling φ) {n : ℕ} {x : ℝ}
    (hx : OnGrid n x) : φ x = cascade n x := by
  induction n generalizing x with
  | zero =>
    obtain ⟨m, hm⟩ := hx
    have hxm : x = m := by simpa using hm
    subst hxm
    obtain ⟨h0, h1, h2, h3⟩ := integer_values hφ
    obtain ⟨n1, n2, nz⟩ := nodal_values
    change φ m = nodal m
    have hc : m < 0 ∨ m = 0 ∨ m = 1 ∨ m = 2 ∨ m = 3 ∨ 3 < m := by omega
    rcases hc with h | rfl | rfl | rfl | rfl | h
    · have h' : (m : ℝ) < 0 := by exact_mod_cast h
      rw [hφ.support _ (Or.inl h'), nz _ (Or.inl h'.le)]
    · rw [Int.cast_zero, h0, nz _ (by norm_num)]
    · rw [Int.cast_one, h1, n1]
    · rw [Int.cast_ofNat, h2, n2]
    · rw [Int.cast_ofNat, h3, nz _ (by norm_num)]
    · have h' : (3 : ℝ) < m := by exact_mod_cast h
      rw [hφ.support _ (Or.inr h'), nz _ (Or.inr h'.le)]
  | succ n ih =>
    exact (hφ.refinement x).trans (refineStep_congr fun k => ih (hx.child k))
```

In code, store vₙ[m] = φ(m/2ⁿ) for m = 0, …, 3·2ⁿ. The refinement becomes

vₙ₊₁[m] = c₀ vₙ[m] + c₁ vₙ[m−2ⁿ] + c₂ vₙ[m−2·2ⁿ] + c₃ vₙ[m−3·2ⁿ],

with entries outside the array read as zero. Starting from v₀ = (0, (1+q)/2, (1−q)/2, 0), the first pass should return approximately

v₁ = (0, 0.9330, 1.3660, 0, −0.3660, 0.0670, 0).

In floating point the only error is rounding.

Values already in the table do not change under a further step, so only the odd-numbered entries need computing. For the integers this is checked directly:

c₀(1−q)/2 + c₁(1+q)/2 = (1+q)/2,

c₂(1−q)/2 + c₃(1+q)/2 = (1−q)/2,

and at integers m ≤ 0 or m ≥ 3 every term is zero. The same induction carries the statement to finer grids.

```lean
/-- A further cascade step leaves the values on the current grid unchanged. -/
theorem cascade_stationary {n : ℕ} {x : ℝ} (hx : OnGrid n x) :
    cascade (n + 1) x = cascade n x := by
  induction n generalizing x with
  | zero =>
    obtain ⟨m, hm⟩ := hx
    have hxm : x = m := by simpa using hm
    subst hxm
    obtain ⟨n1, n2, nz⟩ := nodal_values
    change refineStep nodal m = nodal m
    have hc : m ≤ 0 ∨ m = 1 ∨ m = 2 ∨ 3 ≤ m := by omega
    rcases hc with h | rfl | rfl | h
    · have h' : (m : ℝ) ≤ 0 := by exact_mod_cast h
      rw [refineStep, nz (2 * m) (Or.inl (by linarith)), nz (2 * m - 1) (Or.inl (by linarith)),
        nz (2 * m - 2) (Or.inl (by linarith)), nz (2 * m - 3) (Or.inl (by linarith)),
        nz m (Or.inl h')]
      ring
    · rw [Int.cast_one, refineStep, show (2 : ℝ) * 1 = 2 by norm_num,
        show (2 : ℝ) - 1 = 1 by norm_num, nz (2 - 2) (by norm_num),
        nz (2 - 3) (by norm_num), n1, n2]
      ring
    · rw [Int.cast_ofNat, refineStep, show (2 : ℝ) * 2 = 4 by norm_num,
        show (4 : ℝ) - 2 = 2 by norm_num, show (4 : ℝ) - 3 = 1 by norm_num,
        nz 4 (by norm_num), nz (4 - 1) (by norm_num), n1, n2]
      ring
    · have h' : (3 : ℝ) ≤ m := by exact_mod_cast h
      rw [refineStep, nz (2 * m) (Or.inr (by linarith)), nz (2 * m - 1) (Or.inr (by linarith)),
        nz (2 * m - 2) (Or.inr (by linarith)), nz (2 * m - 3) (Or.inr (by linarith)),
        nz m (Or.inr h')]
      ring
  | succ n ih => exact refineStep_congr fun k => ih (hx.child k)
```

## A function that satisfies the hypotheses

Since the iterates settle at each dyadic point, they define a function there. Set it to zero at all other points.

```lean
open Classical in
/-- The function given by the cascade at dyadic points and by zero at all other points. -/
def dyadicScaling (x : ℝ) : ℝ :=
  if h : ∃ n, OnGrid n x then cascade h.choose x else 0
```

The definition picks some level i whose grid contains x. If x also lies on grid n, both iterates equal the one at level i+n, so the choice does not matter.

```lean
/-- On the grid of spacing `2⁻ⁿ` the function `dyadicScaling` is the `n`-th cascade iterate. -/
theorem dyadicScaling_eq {n : ℕ} {x : ℝ} (hx : OnGrid n x) :
    dyadicScaling x = cascade n x := by
  have st : ∀ i, OnGrid i x → ∀ j, OnGrid (i + j) x ∧ cascade (i + j) x = cascade i x := by
    intro i hi j
    induction j with
    | zero => exact ⟨hi, rfl⟩
    | succ j ih =>
      obtain ⟨⟨m, hm⟩, e⟩ := ih
      refine ⟨⟨2 * m, ?_⟩, (cascade_stationary ⟨m, hm⟩).trans e⟩
      push_cast
      rw [← hm]
      ring
  have h : ∃ n, OnGrid n x := ⟨n, hx⟩
  rw [dyadicScaling, dif_pos h]
  have a := (st _ h.choose_spec n).2
  rw [Nat.add_comm h.choose n] at a
  exact a.symm.trans (st n hx h.choose).2
```

All three conditions now follow. Refinement preserves vanishing outside [0,3]. At a dyadic x the equation is the passage from one iterate to the next; at any other x, none of the points 2x−k is dyadic, and both sides are zero. The normalisation is (1+q)/2 + (1−q)/2 = 1.

This function is discontinuous, for instance at x = 1, and is not the continuous D4 function used as a basis. It shows that the hypotheses are consistent; they fix φ at dyadic points, which are the points the table contains.

```lean
/-- The function `dyadicScaling` satisfies the conditions collected in `IsD4Scaling`. -/
theorem dyadicScaling_witness : IsD4Scaling dyadicScaling where
  support x hx := by
    by_cases h : ∃ n, OnGrid n x
    · obtain ⟨n, hn⟩ := h
      rw [dyadicScaling_eq hn]
      clear hn
      -- a refinement step keeps the support inside [0,3]
      induction n generalizing x with
      | zero => exact nodal_values.2.2 x (hx.imp le_of_lt le_of_lt)
      | succ n ih =>
        have z : ∀ k : ℝ, 0 ≤ k → k ≤ 3 → cascade n (2 * x - k) = 0 := fun k h0 h3 =>
          ih _ (hx.imp (fun _ => by linarith) (fun _ => by linarith))
        have z0 : cascade n (2 * x) = 0 := by simpa using z 0 le_rfl (by norm_num)
        change refineStep (cascade n) x = 0
        rw [refineStep, z0, z 1 (by norm_num) (by norm_num), z 2 (by norm_num) (by norm_num),
          z 3 (by norm_num) le_rfl]
        ring
    · rw [dyadicScaling, dif_neg h]
  refinement x := by
    by_cases h : ∃ n, OnGrid n x
    · obtain ⟨n, m, hm⟩ := h
      have hs : OnGrid (n + 1) x := ⟨2 * m, by push_cast; rw [← hm]; ring⟩
      rw [dyadicScaling_eq hs]
      exact refineStep_congr fun k => (dyadicScaling_eq (hs.child k)).symm
    · have z : ∀ k : ℤ, dyadicScaling (2 * x - k) = (fun _ : ℝ => (0 : ℝ)) (2 * x - k) := by
        intro k
        rw [dyadicScaling, dif_neg]
        rintro ⟨n, m, hm⟩
        exact h ⟨n + 1, m + 2 ^ n * k, by push_cast; rw [← hm]; ring⟩
      rw [refineStep_congr (g := fun _ : ℝ => (0 : ℝ)) z, dyadicScaling, dif_neg h]
      simp [refineStep]
  normalized := by
    rw [dyadicScaling_eq (n := 0) (x := 1) ⟨1, by norm_num⟩,
      dyadicScaling_eq (n := 0) (x := 2) ⟨2, by norm_num⟩]
    change nodal 1 + nodal 2 = 1
    rw [nodal_values.1, nodal_values.2.1]
    ring

end

end DaubechiesD4Values
```

```lean
#print axioms DaubechiesD4Values.scaling_values
-- 'DaubechiesD4Values.scaling_values' depends on axioms: [propext, Classical.choice, Quot.sound]
#print axioms DaubechiesD4Values.cascade_exact
-- 'DaubechiesD4Values.cascade_exact' depends on axioms: [propext, Classical.choice, Quot.sound]
```
